# The undamped scattering factor of an atom with finitely many resonances tends to minus the sum of its oscillator strengths at high frequency

The scattering factor here is the finite sum `F(ω) = ∑ f_k ω² / (ω_k² - ω²)`, with real oscillator strengths `f_k`, real resonance frequencies `ω_k` and no damping. The theorem states that `F(ω)` tends to `-∑ f_k` as `ω` tends to `+∞`; it assumes no sum rule, so the value of `∑ f_k` is left open. The proof takes the limit term by term. For nonzero `ω` it divides the numerator and denominator of each term by `ω²`, which gives `f_k / (ω_k² ω⁻² - 1)`, and this tends to `f_k / (0 - 1) = -f_k`.

An attempt in Lean 4 with a fault in it:

```lean
import Mathlib

open Filter Topology Real Matrix

namespace ScatteringFactorHigh

noncomputable section

variable {ι : Type*} [Fintype ι]

/-- The scattering factor `F(ω) = ∑ f_k ω² / (ω_k² - ω²)` of an atom with oscillator strengths
`f_k` and resonance frequencies `ω_k`, for `ω²` different from every `ω_k²`. -/
def scatteringFactor (f ω₀ : ι → ℝ) (ω : ℝ) : ℝ :=
  ∑ k, f k * ω ^ 2 / (ω₀ k ^ 2 - ω ^ 2)

/-- At high frequency the scattering factor tends to minus the sum of the oscillator
strengths. -/
theorem scatteringFactor_high (f ω₀ : ι → ℝ) :
    Tendsto (scatteringFactor f ω₀) atTop (𝓝 (-∑ k, f k)) := by
  rw [← Finset.sum_neg_distrib]
  unfold scatteringFactor
  refine tendsto_finset_sum _ fun k _ => ?_
  have hk : Tendsto (fun ω : ℝ => f k / (ω₀ k ^ 2 * (ω⁻¹) ^ 2 - 1)) atTop
      (𝓝 (f k / (ω₀ k ^ 2 * 0 ^ 2 - 1))) :=
    tendsto_const_nhds.div (((tendsto_inv_atTop_zero.pow 2).const_mul _).sub_const 1)
      (by norm_num)
  have he : f k / (ω₀ k ^ 2 * 0 ^ 2 - 1) = -f k := by norm_num
  rw [he] at hk
  -- divide numerator and denominator by ω²
  refine hk.congr' ?_
  filter_upwards [eventually_ne_atTop (0 : ℝ)] with ω hne
  have hq : ω₀ k ^ 2 * (ω⁻¹) ^ 2 - 1 = (ω₀ k ^ 2 - ω ^ 2) / ω ^ 2 := by
    field_simp
  rw [hq, div_div_eq_mul_div]

end

end ScatteringFactorHigh
```

Messages:

```
Main.lean:22:9: warning: `tendsto_finset_sum` has been deprecated: Use `tendsto_finsetSum` instead
Main.lean:27:51: error: unsolved goals
ι : Type u_1
inst✝ : Fintype ι
f ω₀ : ι → ℝ
k : ι
x✝ : k ∈ Finset.univ
hk : Tendsto (fun ω => f k / (ω₀ k ^ 2 * ω⁻¹ ^ 2 - 1)) atTop (𝓝 (f k / (ω₀ k ^ 2 * 0 ^ 2 - 1)))
⊢ f k / -1 = -f k
```

Diagnosis. The error is in `he`, which is to simplify the limit of one term to `-f k`. There `norm_num` reduces the denominator `ω₀ k ^ 2 * 0 ^ 2 - 1` to `-1`, but then stops at `f k / -1 = -f k`. This remaining goal is true, but the simplification did not turn division by `-1` into negation, so the two sides still differ in form and the goal stays open.

The repair names each step. `zero_pow two_ne_zero` turns `0 ^ 2` into `0`, `mul_zero` removes the product, and `zero_sub` turns `0 - 1` into `-1`. Then `div_neg` supplies the missing step by moving the minus sign outside the quotient, and `div_one` removes the division by `1`. Both sides are now `-f k`, and `rw` closes the goal by reflexivity.

The other message is only a warning that `tendsto_finset_sum` is deprecated. Changing it to `tendsto_finsetSum` is tidying and plays no part in curing the error.

This version goes through:

```diff
@@ -20,10 +20,11 @@
   rw [← Finset.sum_neg_distrib]
   unfold scatteringFactor
-  refine tendsto_finset_sum _ fun k _ => ?_
+  refine tendsto_finsetSum _ fun k _ => ?_
   have hk : Tendsto (fun ω : ℝ => f k / (ω₀ k ^ 2 * (ω⁻¹) ^ 2 - 1)) atTop
       (𝓝 (f k / (ω₀ k ^ 2 * 0 ^ 2 - 1))) :=
     tendsto_const_nhds.div (((tendsto_inv_atTop_zero.pow 2).const_mul _).sub_const 1)
       (by norm_num)
-  have he : f k / (ω₀ k ^ 2 * 0 ^ 2 - 1) = -f k := by norm_num
+  have he : f k / (ω₀ k ^ 2 * 0 ^ 2 - 1) = -f k := by
+    rw [zero_pow two_ne_zero, mul_zero, zero_sub, div_neg, div_one]
   rw [he] at hk
   -- divide numerator and denominator by ω²
```
